# The three J = 3/2 levels of the p³ energy matrix are distinct for positive Slater parameter and spin-orbit constant

A simple fit of the Slater parameter $F$ and the spin-orbit constant $z$ to the spectrum of a p³ configuration can diagonalise the $J=3/2$ energy matrix at every iteration and pair each eigenvalue, up to a common shift, with an observed level. When $F$ and $z$ are positive, the three eigenvalues lie in three separate intervals, so sorting them gives each one a fixed place.

```lean
import Mathlib

open Matrix Set

namespace PCubedIntermediateCoupling

noncomputable section

/-- The energy matrix of p³ with J = 3/2 in the basis ⁴S, ²D, ²P, with Slater parameter `F`
and spin-orbit constant `z`; energies are counted from the ²P term. -/
def energyMatrix (F z : ℝ) : Matrix (Fin 3) (Fin 3) ℝ :=
  !![-15 * F, 0, z;
     0, -6 * F, Real.sqrt 5 * z / 2;
     z, Real.sqrt 5 * z / 2, 0]

/-- The number `x` is an energy level: the energy matrix has a nonzero eigenvector with
eigenvalue `x`. -/
def IsLevel (F z x : ℝ) : Prop :=
  ∃ v : Fin 3 → ℝ, v ≠ 0 ∧ energyMatrix F z *ᵥ v = x • v

/-- The secular cubic of the energy matrix. -/
def secular (F z x : ℝ) : ℝ :=
  x * (x + 15 * F) * (x + 6 * F) - 5 / 4 * z ^ 2 * (x + 15 * F) - z ^ 2 * (x + 6 * F)

/-- The energy levels are the roots of the secular cubic. -/
theorem isLevel_iff_secular (F z x : ℝ) : IsLevel F z x ↔ secular F z x = 0 := by
  have h5 : Real.sqrt 5 ^ 2 = 5 := Real.sq_sqrt (by norm_num)
  have hM : energyMatrix F z - x • (1 : Matrix (Fin 3) (Fin 3) ℝ) =
      !![-15 * F - x, 0, z;
         0, -6 * F - x, Real.sqrt 5 * z / 2;
         z, Real.sqrt 5 * z / 2, -x] := by
    ext i j
    fin_cases i <;> fin_cases j <;> simp [energyMatrix]
  have hdet : (energyMatrix F z - x • (1 : Matrix (Fin 3) (Fin 3) ℝ)).det
      = -secular F z x := by
    rw [hM, Matrix.det_fin_three]
    change (-15 * F - x) * (-6 * F - x) * (-x)
      - (-15 * F - x) * (Real.sqrt 5 * z / 2) * (Real.sqrt 5 * z / 2)
      - 0 * 0 * (-x) + 0 * (Real.sqrt 5 * z / 2) * z
      + z * 0 * (Real.sqrt 5 * z / 2) - z * (-6 * F - x) * z = -secular F z x
    unfold secular
    linear_combination ((x + 15 * F) * z ^ 2 / 4) * h5
  have h := Matrix.exists_mulVec_eq_zero_iff
    (M := energyMatrix F z - x • (1 : Matrix (Fin 3) (Fin 3) ℝ))
  rw [hdet, neg_eq_zero] at h
  rw [← h]
  unfold IsLevel
  simp only [Matrix.sub_mulVec, Matrix.smul_mulVec, Matrix.one_mulVec, sub_eq_zero]

/-- Three distinct levels add up to `-21 F`, whatever the spin-orbit constant. -/
theorem sum_of_levels {F z a b c : ℝ} (ha : IsLevel F z a) (hb : IsLevel F z b)
    (hc : IsLevel F z c) (hab : a ≠ b) (hac : a ≠ c) (hbc : b ≠ c) :
    a + b + c = -21 * F := by
  rw [isLevel_iff_secular] at ha hb hc
  unfold secular at ha hb hc
  -- the second divided difference of the cubic vanishes
  have key : (a - b) * (a - c) * (b - c) * (a + b + c + 21 * F) = 0 := by
    linear_combination (b - c) * ha - (a - c) * hb + (a - b) * hc
  have hne : (a - b) * (a - c) * (b - c) ≠ 0 :=
    mul_ne_zero (mul_ne_zero (sub_ne_zero.mpr hab) (sub_ne_zero.mpr hac))
      (sub_ne_zero.mpr hbc)
  have hsum := (mul_eq_zero.mp key).resolve_left hne
  linarith

/-- For positive `F` and `z` the J = 3/2 levels of p³ are exactly three numbers, one within
`3z/2` below `-15F`, one between `-15F` and `-6F`, and one between `0` and `3z/2`. -/
theorem levels_intermediate_coupling {F z : ℝ} (hF : 0 < F) (hz : 0 < z) :
    ∃ x1 x2 x3 : ℝ,
      (-15 * F - 3 * z / 2 < x1 ∧ x1 < -15 * F) ∧
      (-15 * F < x2 ∧ x2 < -6 * F) ∧
      (0 < x3 ∧ x3 < 3 * z / 2) ∧
      ∀ x, IsLevel F z x ↔ x = x1 ∨ x = x2 ∨ x = x3 := by
  have hA : 0 < F * z ^ 2 := by positivity
  have hB : 0 < F ^ 2 * z := by positivity
  have hcont : Continuous (secular F z) := by
    unfold secular
    fun_prop
  -- signs of the cubic at the ends of the three windows
  have s1 : secular F z (-15 * F - 3 * z / 2) < 0 := by unfold secular; nlinarith [hA, hB]
  have s2 : 0 < secular F z (-15 * F) := by unfold secular; nlinarith [hA]
  have s3 : secular F z (-6 * F) < 0 := by unfold secular; nlinarith [hA]
  have s4 : secular F z 0 < 0 := by unfold secular; nlinarith [hA]
  have s5 : 0 < secular F z (3 * z / 2) := by unfold secular; nlinarith [hA, hB]
  have e1 : (0 : ℝ) ∈ secular F z '' Ioo (-15 * F - 3 * z / 2) (-15 * F) :=
    intermediate_value_Ioo (by linarith) hcont.continuousOn ⟨s1, s2⟩
  have e2 : (0 : ℝ) ∈ secular F z '' Ioo (-15 * F) (-6 * F) :=
    intermediate_value_Ioo' (by linarith) hcont.continuousOn ⟨s3, s2⟩
  have e3 : (0 : ℝ) ∈ secular F z '' Ioo 0 (3 * z / 2) :=
    intermediate_value_Ioo (by linarith) hcont.continuousOn ⟨s4, s5⟩
  obtain ⟨x1, ⟨l1, u1⟩, r1⟩ := e1
  obtain ⟨x2, ⟨l2, u2⟩, r2⟩ := e2
  obtain ⟨x3, ⟨l3, u3⟩, r3⟩ := e3
  have L1 := (isLevel_iff_secular F z x1).mpr r1
  have L2 := (isLevel_iff_secular F z x2).mpr r2
  have L3 := (isLevel_iff_secular F z x3).mpr r3
  have h12 : x1 ≠ x2 := by intro h; linarith
  have h13 : x1 ≠ x3 := by intro h; linarith
  have h23 : x2 ≠ x3 := by intro h; linarith
  refine ⟨x1, x2, x3, ⟨l1, u1⟩, ⟨l2, u2⟩, ⟨l3, u3⟩, fun x => ⟨fun hx => ?_, ?_⟩⟩
  · -- the trace fixes the third level once two are known
    by_cases h1 : x = x1
    · exact Or.inl h1
    by_cases h2 : x = x2
    · exact Or.inr (Or.inl h2)
    have t := sum_of_levels L1 L2 L3 h12 h13 h23
    have t' := sum_of_levels L1 L2 hx h12 (Ne.symm h1) (Ne.symm h2)
    exact Or.inr (Or.inr (by linarith))
  · rintro (rfl | rfl | rfl)
    · exact L1
    · exact L2
    · exact L3

/-- Unnormalised amplitudes on ⁴S, ²D, ²P attached to an energy `x`. -/
def amplitudes (F z x : ℝ) : Fin 3 → ℝ :=
  ![z * (x + 6 * F), Real.sqrt 5 / 2 * z * (x + 15 * F), (x + 15 * F) * (x + 6 * F)]

/-- For nonzero `F` and `z`, the amplitudes attached to a level form a nonzero eigenvector of
the energy matrix with that level as eigenvalue. -/
theorem amplitudes_eigenvector {F z x : ℝ} (hF : F ≠ 0) (hz : z ≠ 0) (hx : IsLevel F z x) :
    amplitudes F z x ≠ 0 ∧
      energyMatrix F z *ᵥ amplitudes F z x = x • amplitudes F z x := by
  have h5 : Real.sqrt 5 ^ 2 = 5 := Real.sq_sqrt (by norm_num)
  rw [isLevel_iff_secular] at hx
  unfold secular at hx
  constructor
  · intro h
    have h0 : z * (x + 6 * F) = 0 := congrFun h 0
    have h1 : Real.sqrt 5 / 2 * z * (x + 15 * F) = 0 := congrFun h 1
    have hs : Real.sqrt 5 / 2 * z ≠ 0 := mul_ne_zero (by positivity) hz
    have a0 := (mul_eq_zero.mp h0).resolve_left hz
    have a1 := (mul_eq_zero.mp h1).resolve_left hs
    exact hF (by linarith)
  · ext i
    simp only [Matrix.mulVec, dotProduct, Fin.sum_univ_three]
    fin_cases i
    · change -15 * F * (z * (x + 6 * F)) + 0 * (Real.sqrt 5 / 2 * z * (x + 15 * F))
        + z * ((x + 15 * F) * (x + 6 * F)) = x * (z * (x + 6 * F))
      ring
    · change 0 * (z * (x + 6 * F)) + -6 * F * (Real.sqrt 5 / 2 * z * (x + 15 * F))
        + Real.sqrt 5 * z / 2 * ((x + 15 * F) * (x + 6 * F))
        = x * (Real.sqrt 5 / 2 * z * (x + 15 * F))
      ring
    · change z * (z * (x + 6 * F))
        + Real.sqrt 5 * z / 2 * (Real.sqrt 5 / 2 * z * (x + 15 * F))
        + 0 * ((x + 15 * F) * (x + 6 * F)) = x * ((x + 15 * F) * (x + 6 * F))
      linear_combination (z ^ 2 * (x + 15 * F) / 4) * h5 - hx

/-- Without spin-orbit coupling the levels are `-15F`, `-6F` and `0`. -/
theorem levels_without_spin_orbit (F x : ℝ) :
    IsLevel F 0 x ↔ x = -15 * F ∨ x = -6 * F ∨ x = 0 := by
  rw [isLevel_iff_secular]
  unfold secular
  constructor
  · intro h
    have h' : (x + 15 * F) * ((x + 6 * F) * x) = 0 := by linear_combination h
    rcases mul_eq_zero.mp h' with h | h
    · exact Or.inl (by linarith)
    · rcases mul_eq_zero.mp h with h | h
      · exact Or.inr (Or.inl (by linarith))
      · exact Or.inr (Or.inr h)
  · rintro (rfl | rfl | rfl) <;> ring

/-- For `F = 0` the levels are `-3z/2`, `0` and `3z/2`. -/
theorem levels_without_repulsion (z x : ℝ) :
    IsLevel 0 z x ↔ x = -3 * z / 2 ∨ x = 0 ∨ x = 3 * z / 2 := by
  rw [isLevel_iff_secular]
  unfold secular
  constructor
  · intro h
    have h' : (x + 3 * z / 2) * (x * (x - 3 * z / 2)) = 0 := by linear_combination h
    rcases mul_eq_zero.mp h' with h | h
    · exact Or.inl (by linarith)
    · rcases mul_eq_zero.mp h with h | h
      · exact Or.inr (Or.inl h)
      · exact Or.inr (Or.inr (by linarith))
  · rintro (rfl | rfl | rfl) <;> ring

/-- For `F = 0` the levels are the sums of one-electron energies, `z/2` for each of `k`
electrons in p3/2 and `-z` for each of the other `3 - k` in p1/2, with `k` = 1, 2 or 3. -/
theorem levels_jj_coupling (z x : ℝ) :
    IsLevel 0 z x ↔
      ∃ k : ℕ, (k = 1 ∨ k = 2 ∨ k = 3) ∧ x = k * (z / 2) + (3 - (k : ℝ)) * (-z) := by
  rw [levels_without_repulsion]
  constructor
  · rintro (h | h | h)
    · exact ⟨1, Or.inl rfl, by rw [h]; push_cast; ring⟩
    · exact ⟨2, Or.inr (Or.inl rfl), by rw [h]; push_cast; ring⟩
    · exact ⟨3, Or.inr (Or.inr rfl), by rw [h]; push_cast; ring⟩
  · rintro ⟨k, rfl | rfl | rfl, h⟩
    · exact Or.inl (by rw [h]; push_cast; ring)
    · exact Or.inr (Or.inl (by rw [h]; push_cast; ring))
    · exact Or.inr (Or.inr (by rw [h]; push_cast; ring))

end

end PCubedIntermediateCoupling
```

```lean
#print axioms PCubedIntermediateCoupling.levels_intermediate_coupling
#print axioms PCubedIntermediateCoupling.amplitudes_eigenvector
#print axioms PCubedIntermediateCoupling.levels_without_spin_orbit
#print axioms PCubedIntermediateCoupling.levels_jj_coupling
```

```
'PCubedIntermediateCoupling.levels_intermediate_coupling' depends on axioms: [propext, Classical.choice, Quot.sound]
'PCubedIntermediateCoupling.amplitudes_eigenvector' depends on axioms: [propext, Classical.choice, Quot.sound]
'PCubedIntermediateCoupling.levels_without_spin_orbit' depends on axioms: [propext, Classical.choice, Quot.sound]
'PCubedIntermediateCoupling.levels_jj_coupling' depends on axioms: [propext, Classical.choice, Quot.sound]
```

## Three levels in three windows

The theorem `levels_intermediate_coupling` takes real numbers $F>0$ and $z>0$ and gives three numbers $x_1,x_2,x_3$ with

$$-15F-\tfrac{3z}{2}<x_1<-15F,\qquad -15F<x_2<-6F,\qquad 0<x_3<\tfrac{3z}{2}.$$

Its last clause says that a real number is a level exactly when it equals one of these three. There is therefore one level in each window and none elsewhere; in particular, the gap between $-6F$ and $0$ is empty.

A level is defined by `IsLevel F z x`: some nonzero real vector $v$ satisfies $Hv=xv$, where $H$ is `energyMatrix F z`. Real vectors suffice because $H$ is real and symmetric.

Two further theorems treat the coupling limits. For $z=0$ the levels are $-15F$, $-6F$ and $0$; for $F=0$ they are $-3z/2$, $0$ and $3z/2$. Neither needs a sign condition on the remaining parameter.

## Repulsion on the diagonal, spin-orbit coupling off it

The basis states are ⁴S, ²D and ²P, each coupled to $J=3/2$ with the same $M_J$. Lean numbers them 0, 1 and 2. In this basis

$$H=\begin{pmatrix}-15F&0&z\\0&-6F&\tfrac{\sqrt5}{2}z\\z&\tfrac{\sqrt5}{2}z&0\end{pmatrix}.$$

The parameter $F$ is the Slater parameter $F_2$, equal to the radial Slater integral of rank 2 divided by 25; in this text $F^2$ always means the square of $F$. It measures the part of the Coulomb repulsion that separates the terms. The part common to all three terms has been subtracted, which puts the zero of energy at ²P.

The constant $z$ is the strength of the one-electron coupling $z\,\mathbf l\cdot\mathbf s$. Its diagonal elements vanish because the shell is half filled. The element between ⁴S and ²D vanishes because the operator changes $L$ by at most one. The signs of the other elements depend on the phases chosen for the basis states, but the eigenvalues do not.

The file takes this matrix as its definition and does not derive it from three-electron wavefunctions. The model contains a single p³ configuration, so mixing with other configurations is absent, and it leaves out magnetic interactions between the electrons. Within these restrictions, the result describes how the $J=3/2$ levels of p³ behave between LS and jj coupling.

## From the determinant to a cubic

A number $x$ is a level exactly when $\det(H-x)=0$. Expanding along the first row gives

$$\det(H-x)=(-15F-x)\left[(-6F-x)(-x)-\tfrac54z^2\right]+z^2(6F+x)=-p(x),$$

with the secular cubic

$$p(x)=x(x+15F)(x+6F)-\tfrac54z^2(x+15F)-z^2(x+6F).$$

This is `isLevel_iff_secular`. The Mathlib lemma `Matrix.exists_mulVec_eq_zero_iff` turns the existence of a nonzero null vector into a vanishing determinant, and `Matrix.det_fin_three` expands the determinant. The fact `h5`, that $(\sqrt5)^2=5$, enters through `linear_combination`.

## Signs that trap the roots

Multiplied out, the cubic is

$$p(x)=x^3+21Fx^2+\left(90F^2-\tfrac94z^2\right)x-\tfrac{99}{4}Fz^2.$$

At the ends of the windows it takes the values

- $p(-15F-\tfrac{3z}{2})=-45Fz^2-\tfrac{405}{2}F^2z<0$
- $p(-15F)=9Fz^2>0$
- $p(-6F)=-\tfrac{45}{4}Fz^2<0$
- $p(0)=-\tfrac{99}{4}Fz^2<0$
- $p(\tfrac{3z}{2})=\tfrac{45}{2}Fz^2+135F^2z>0$

In the first and last lines the terms in $z^3$ cancel, which is why $3z/2$ works as an outer bound. The cubic is continuous and changes sign across each window, so each window contains a root.

In Lean these signs are `s1` to `s5`, proved by `nlinarith` from the positivity of $Fz^2$ and, for the two outer points, $F^2z$. The intermediate value theorem then supplies the roots. Its primed version, `intermediate_value_Ioo'`, serves the middle window, where the cubic goes from positive to negative.

## The trace rules out a fourth level

Let $a,b,c$ be three distinct roots. Subtracting $p(b)=0$ from $p(a)=0$ and dividing by $a-b$ gives

$$a^2+ab+b^2+21F(a+b)+90F^2-\tfrac94z^2=0.$$

The same equation holds with $c$ in place of $b$. The difference of the two is

$$(b-c)(a+b+c+21F)=0,$$

and since $b\neq c$, the sum $a+b+c$ equals $-21F$, the trace of $H$. The theorem `sum_of_levels` does both subtractions in one identity, called `key`, and then cancels the nonzero factor $(a-b)(a-c)(b-c)$.

Now let $x$ be any level different from $x_1$ and $x_2$. Both $x_1+x_2+x$ and $x_1+x_2+x_3$ equal $-21F$, so $x=x_3$. This is the case distinction at the end of the main proof.

## Eigenvectors and the two limits

Write an eigenvector as $(c_0,c_1,c_2)$. Its first two equations are

$$(x+15F)c_0=zc_2,\qquad (x+6F)c_1=\tfrac{\sqrt5}{2}zc_2.$$

Choosing $c_2=(x+15F)(x+6F)$ solves them without division:

$$c_0=z(x+6F),\qquad c_1=\tfrac{\sqrt5}{2}z(x+15F).$$

With these values the third equation, $zc_0+\tfrac{\sqrt5}{2}zc_1=xc_2$, becomes $p(x)=0$, which holds at a level. The vector is nonzero when $F$ and $z$ are nonzero: if $c_0$ and $c_1$ both vanished, $x$ would equal both $-6F$ and $-15F$, forcing $F=0$. The theorem `amplitudes_eigenvector` checks the three rows in this way. The weight of basis state $i$ in the normalised state is $c_i^2/(c_0^2+c_1^2+c_2^2)$.

In the limits the cubic factorises. For $z=0$ it is $x(x+15F)(x+6F)$, and for $F=0$ it is $x(x-\tfrac{3z}{2})(x+\tfrac{3z}{2})$. The two limit theorems read the levels off the factors.

The levels at $F=0$ are also sums of one-electron energies. The coupling $z\,\mathbf l\cdot\mathbf s$ gives $z/2$ to an electron in p$_{3/2}$ and $-z$ to one in p$_{1/2}$. With $k$ electrons in p$_{3/2}$ the total is

$$k\,\tfrac z2-(3-k)z=\tfrac{3z}{2}(k-2),$$

which is $-3z/2$, $0$ and $3z/2$ for $k=1,2,3$. The value $k=0$ is excluded physically because p$_{1/2}$ holds only two electrons. The theorem `levels_jj_coupling` establishes the equality of the energies; the occupations are its physical reading.

## The case F = 1, z = 6

In a common energy unit, take $F=1$ and $z=6$. The cubic becomes

$$x^3+21x^2+9x-891=(x+9)(x^2+12x-99),$$

so the levels are $-9$ and $-6\pm\sqrt{135}$. In order,

$$x_1\approx-17.62,\qquad x_2=-9,\qquad x_3\approx5.62.$$

The windows are $(-24,-15)$, $(-15,-6)$ and $(0,9)$, and each contains its level. The sum is $-21$, as the trace requires.

For $x_2=-9$ the amplitudes are $(-18,\,18\sqrt5,\,-18)$, proportional to $(1,-\sqrt5,1)$. After normalisation the weights of ⁴S, ²D and ²P are $1/7$, $5/7$ and $1/7$.

## Sorted eigenvalues in a fitting code

A simple fitting program builds $H$ from trial values of $F$ and $z$, calls a symmetric eigensolver, adds a common energy to all three eigenvalues and compares the result with the observed $J=3/2$ energies. The common energy is a further fit parameter, because $H$ counts energies from the ²P term; it does not affect the order. NumPy's `eigvalsh`, for example, returns the eigenvalues in ascending order. As long as the trial parameters stay positive, the first, second and third entries are $x_1$, $x_2$ and $x_3$, and no two of them can exchange places between iterations.

The order also matches the term labels at weak coupling. As $z$ tends to 0 at fixed $F$, the bounds squeeze $x_1$ to $-15F$ and $x_3$ to $0$, and the trace sends $x_2=-21F-x_1-x_3$ to $-6F$. The sorted levels thus connect to ⁴S, ²D and ²P in turn.

At strong coupling, a label taken from the largest component can differ from this one. For $F=0$ and $z>0$ the lowest state has normalised weights $2/9$, $5/18$ and $1/2$, so ²P is its largest component although the level connects to ⁴S.

The windows also give a cheap test of the code. If $F$ and $z$ are positive and an eigenvalue of $H$, before any common energy is added, falls outside its window by more than rounding error, the code does not diagonalise the matrix given here. Possible causes include a wrong matrix element, a different convention for $F$ and a different zero of energy.
